# The unique minimum of the vertical gap between displaced parabolic band edges

Crystal momenta are vectors $k$ in a real inner-product space $V$ with inner product $\langle\cdot,\cdot\rangle$ and norm $|k|$. Units have $\hbar=1$. The dimension of $V$ is arbitrary, possibly infinite, until part (g).

```lean
import Mathlib

open MeasureTheory

namespace DisplacedValleys

noncomputable section

variable {V : Type*} [NormedAddCommGroup V] [InnerProductSpace ℝ V]
```

The conduction band has its minimum, of energy $E_g$, at momentum $q$, and its effective mass is $m_c$:

$$E_c(k)=E_g+\frac{|k-q|^2}{2m_c}.$$

```lean
/-- Parabolic conduction band (`ħ = 1`); for a mass `mc > 0` its minimum is `Eg`, at `k = q`. -/
def conductionBand (Eg mc : ℝ) (q k : V) : ℝ := Eg + ‖k - q‖ ^ 2 / (2 * mc)
```

The valence band has its maximum at $k=0$, which also fixes the zero of energy. Its hole mass $m_v$ is counted as positive, so the band curves downwards:

$$E_v(k)=-\frac{|k|^2}{2m_v}.$$

```lean
/-- Parabolic valence band; for a hole mass `mv > 0` its maximum is zero, at `k = 0`. -/
def valenceBand (mv : ℝ) (k : V) : ℝ := -(‖k‖ ^ 2 / (2 * mv))
```

A vertical transition moves an electron from the valence to the conduction band without changing $k$. It costs the vertical gap

$$\Delta(k)=E_c(k)-E_v(k)=E_g+\frac{|k-q|^2}{2m_c}+\frac{|k|^2}{2m_v}.$$

```lean
/-- Energy of a vertical transition at momentum `k`. -/
def verticalGap (Eg mc mv : ℝ) (q k : V) : ℝ :=
  conductionBand Eg mc q k - valenceBand mv k
```

Three abbreviations complete the notation. The first is the reduced mass $\mu=m_cm_v/(m_c+m_v)$.

```lean
/-- Reduced mass of the electron-hole pair. -/
def reducedMass (mc mv : ℝ) : ℝ := mc * mv / (mc + mv)
```

The second is a momentum on the segment between the two band extrema, $k_0=\frac{m_v}{m_c+m_v}\,q$.

```lean
/-- The momentum `mv q / (mc + mv)`. -/
def criticalMomentum (mc mv : ℝ) (q : V) : V := (mv / (mc + mv)) • q
```

The third is an energy, $E_{\rm th}=E_g+\frac{|q|^2}{2(m_c+m_v)}$. The names `criticalMomentum` and `threshold` are justified in the parts below.

```lean
/-- The energy `Eg + |q|² / (2 (mc + mv))`. -/
def threshold (Eg mc mv : ℝ) (q : V) : ℝ := Eg + ‖q‖ ^ 2 / (2 * (mc + mv))
```

The masses are positive numbers, so both bands are isotropic. The momentum space is flat and unbounded, with no Brillouin-zone periodicity, and electron-hole attraction and optical matrix elements are left out. A real band follows its parabola only near its own extremum, so when the extrema are far apart the results below are not a reliable estimate of a material's direct gap. The theorems hold for every real $E_g$; their reading in terms of optical transitions supposes $E_g>0$, with the valence band filled and the conduction band empty.

## (a) Sign of the reduced mass

**Task.** For $m_c,m_v>0$, show that $\mu>0$.

**Solution.** The product $m_cm_v$ and the sum $m_c+m_v$ are both positive, and so is their quotient. It is useful to note also that

$$\frac1\mu=\frac{m_c+m_v}{m_cm_v}=\frac1{m_c}+\frac1{m_v}.$$

```lean
/-- The reduced mass of two positive masses is positive. -/
theorem reducedMass_pos {mc mv : ℝ} (hc : 0 < mc) (hv : 0 < mv) :
    0 < reducedMass mc mv := by
  unfold reducedMass
  positivity
```

The hypotheses `hc` and `hv` are the positivity of the two masses. Once the definition is unfolded, `positivity` carries out the argument about signs.

## (b) Completing the square

**Task.** For positive masses, show that the gap is a single parabola:

$$\Delta(k)=E_{\rm th}+\frac{|k-k_0|^2}{2\mu}.$$

**Solution.** Expand $|k-q|^2=|k|^2-2\langle k,q\rangle+|q|^2$ and collect the terms in $|k|^2$:

$$\Delta(k)=E_g+\frac{|k|^2}{2\mu}-\frac{\langle k,q\rangle}{m_c}+\frac{|q|^2}{2m_c}.$$

Since $\mu/m_c=m_v/(m_c+m_v)$, we have $q/m_c=k_0/\mu$, and the linear term is $-\langle k,k_0\rangle/\mu$. Therefore

$$\frac{|k|^2}{2\mu}-\frac{\langle k,k_0\rangle}{\mu}=\frac{|k-k_0|^2}{2\mu}-\frac{|k_0|^2}{2\mu}.$$

The subtracted constant is

$$\frac{|k_0|^2}{2\mu}=\frac{m_v^2|q|^2}{(m_c+m_v)^2}\cdot\frac{m_c+m_v}{2m_cm_v}=\frac{m_v}{m_c+m_v}\,\frac{|q|^2}{2m_c}.$$

What remains of the constant terms is

$$E_g+\frac{|q|^2}{2m_c}\left(1-\frac{m_v}{m_c+m_v}\right)=E_g+\frac{|q|^2}{2(m_c+m_v)}=E_{\rm th}.$$

```lean
/-- The vertical gap is a parabola with the reduced mass, centred at the critical momentum. -/
theorem verticalGap_eq {mc mv : ℝ} (hc : 0 < mc) (hv : 0 < mv) (Eg : ℝ) (q k : V) :
    verticalGap Eg mc mv q k = threshold Eg mc mv q +
      ‖k - criticalMomentum mc mv q‖ ^ 2 / (2 * reducedMass mc mv) := by
  have hs : mc + mv ≠ 0 := by positivity
  have hc' : mc ≠ 0 := hc.ne'
  have hv' : mv ≠ 0 := hv.ne'
  unfold verticalGap conductionBand valenceBand threshold criticalMomentum reducedMass
  -- expand both squared distances in terms of |k|², |q|² and the inner product of k and q
  rw [norm_sub_sq_real, norm_sub_sq_real, norm_smul, inner_smul_right, mul_pow,
    Real.norm_eq_abs, sq_abs]
  field_simp
  ring
```

The proof expands both sides instead of transforming one into the other. The two uses of `norm_sub_sq_real` open $|k-q|^2$ and $|k-k_0|^2$, and `inner_smul_right` takes the factor $m_v/(m_c+m_v)$ out of the inner product. What is left is an identity in the numbers $|k|^2$, $|q|^2$ and $\langle k,q\rangle$, which `field_simp` and `ring` settle.

## (c) The smallest vertical gap

**Task.** For positive masses, show that

$$\Delta\!\left(\frac{m_v\,q}{m_c+m_v}\right)=E_g+\frac{|q|^2}{2(m_c+m_v)},$$

and that $\Delta(k)$ is strictly larger at every other $k$.

**Solution.** In the formula of (b) the quadratic term vanishes at $k=k_0$ and leaves $E_{\rm th}$. If $k\neq k_0$, then $|k-k_0|>0$. Because $\mu>0$ by (a), the quadratic term is then positive and $\Delta(k)>E_{\rm th}$.

```lean
/-- The vertical gap equals `Eg + |q|² / (2 (mc + mv))` at `k = mv q / (mc + mv)` and is
strictly larger at every other momentum. -/
theorem verticalGap_unique_minimum {mc mv : ℝ} (hc : 0 < mc) (hv : 0 < mv)
    (Eg : ℝ) (q : V) :
    verticalGap Eg mc mv q ((mv / (mc + mv)) • q) = Eg + ‖q‖ ^ 2 / (2 * (mc + mv)) ∧
    ∀ k : V, k ≠ (mv / (mc + mv)) • q →
      Eg + ‖q‖ ^ 2 / (2 * (mc + mv)) < verticalGap Eg mc mv q k := by
  constructor
  · rw [verticalGap_eq hc hv]
    simp [criticalMomentum, threshold]
  · intro k hk
    rw [verticalGap_eq hc hv]
    -- the excess over the threshold is a positive kinetic energy
    have hn : 0 < ‖k - criticalMomentum mc mv q‖ := norm_pos_iff.mpr (sub_ne_zero.mpr hk)
    have hμ := reducedMass_pos hc hv
    have hpos : 0 < ‖k - criticalMomentum mc mv q‖ ^ 2 / (2 * reducedMass mc mv) := by
      positivity
    unfold threshold
    linarith
```

The theorem is written with the explicit momentum and energy, so it can be read without the abbreviations. Its two halves, joined by `∧`, are the value at the minimiser and the strict inequality elsewhere; together they give the minimum and its uniqueness. In the second half, `hn` is the positive distance and `hpos` the positive quadratic term.

In this non-interacting model of two isotropic parabolic bands, the lowest vertical transition lies above the indirect gap $E_g$ by $|q|^2/(2(m_c+m_v))$. For $q=0$ the excess vanishes and the gap is direct. In the limit of a very heavy hole, $m_v\to\infty$ at fixed $m_c$ and $q$, the valence band becomes flat; then $k_0\to q$ and $E_{\rm th}\to E_g$.

The same square can be completed when the valence maximum sits at a momentum $p$ instead of the origin. Measuring momenta from $p$ replaces $q$ by $q-p$, so the minimiser becomes $(m_cp+m_vq)/(m_c+m_v)$ and the minimum $E_g+|q-p|^2/(2(m_c+m_v))$. This shifted version is a remark by hand and is not among the theorems here.

## (d) Group velocities of the two bands

**Task.** Show that along any direction $u$ the slopes of the bands at $k$ are

$$\left.\frac{d}{dt}E_c(k+tu)\right|_{t=0}=\left\langle\frac{k-q}{m_c},u\right\rangle,\qquad
\left.\frac{d}{dt}E_v(k+tu)\right|_{t=0}=\left\langle-\frac{k}{m_v},u\right\rangle.$$

**Solution.** Expanding along the line gives

$$|k-q+tu|^2=|k-q|^2+2t\langle k-q,u\rangle+t^2|u|^2.$$

Its derivative at $t=0$ is $2\langle k-q,u\rangle$, and division by $2m_c$ gives the first slope. For the valence band, the derivative of $|k+tu|^2$ at $t=0$ is $2\langle k,u\rangle$, and division by $-2m_v$ gives the second.

With $\hbar=1$ the group velocity is the momentum gradient of the energy, that is, the vector whose inner product with each $u$ is the slope along $u$. The velocities are therefore $(k-q)/m_c$ and $-k/m_v$.

```lean
/-- The derivatives at `t = 0` of the two bands along `k + t u` are the inner products with `u` of
the vectors `(k - q) / mc` and `-k / mv`. -/
theorem band_slopes (Eg mc mv : ℝ) (q k u : V) :
    HasDerivAt (fun t : ℝ => conductionBand Eg mc q (k + t • u))
      (inner ℝ (mc⁻¹ • (k - q)) u) 0 ∧
    HasDerivAt (fun t : ℝ => valenceBand mv (k + t • u))
      (inner ℝ (-(mv⁻¹ • k)) u) 0 := by
  have line : HasDerivAt (fun t : ℝ => k + t • u) u 0 := by
    have h := ((hasDerivAt_id' (0 : ℝ)).smul_const u).const_add k
    rwa [one_smul] at h
  constructor
  · have h := ((line.sub_const q).norm_sq.div_const (2 * mc)).const_add Eg
    refine h.congr_deriv ?_
    rw [zero_smul, add_zero, real_inner_smul_left]
    ring
  · have h := (line.norm_sq.div_const (2 * mv)).fun_neg
    refine h.congr_deriv ?_
    rw [zero_smul, add_zero, inner_neg_left, real_inner_smul_left]
    ring
```

`HasDerivAt f a 0` says that the function `f` of the real parameter $t$ is differentiable at $t=0$ with derivative `a`. In Lean, `inner ℝ x u` is $\langle x,u\rangle$, and `mc⁻¹ • (k - q)` is $(k-q)/m_c$. The auxiliary statement `line` differentiates $k+tu$, and `norm_sq` supplies the derivative of a squared norm. The remaining steps set $t=0$ and move the mass into the inner product.

## (e) Where the velocities coincide

**Task.** For positive masses, show that

$$\frac{k-q}{m_c}=-\frac{k}{m_v}\quad\Longleftrightarrow\quad k=k_0.$$

**Solution.** Take the difference of the two velocities and multiply by $\mu$:

$$\mu\left(\frac{k-q}{m_c}+\frac{k}{m_v}\right)=\mu\left(\frac{k}{\mu}-\frac{q}{m_c}\right)=k-\frac{m_v}{m_c+m_v}\,q=k-k_0.$$

Since $\mu\neq0$, the velocity difference vanishes exactly when $k-k_0$ does.

The difference of the velocities is the gradient of $\Delta$. Its vanishing is the critical-point condition for the joint density of states, which counts vertical transitions by their energy. In this model there is one such point, and by (c) it is the minimum.

```lean
/-- For positive masses, the vectors `(k - q) / mc` and `-k / mv` are equal exactly when `k` is the
critical momentum. -/
theorem velocities_match_iff {mc mv : ℝ} (hc : 0 < mc) (hv : 0 < mv) (q k : V) :
    mc⁻¹ • (k - q) = -(mv⁻¹ • k) ↔ k = criticalMomentum mc mv q := by
  have hs : mc + mv ≠ 0 := by positivity
  have hc' : mc ≠ 0 := hc.ne'
  have hv' : mv ≠ 0 := hv.ne'
  -- the velocity mismatch is the displacement from the critical point over the reduced mass
  have key : k - criticalMomentum mc mv q =
      reducedMass mc mv • (mc⁻¹ • (k - q) - -(mv⁻¹ • k)) := by
    unfold criticalMomentum reducedMass
    match_scalars <;> field_simp
    ring
  constructor
  · intro h
    have h0 : k - criticalMomentum mc mv q = 0 := by
      rw [key, h, sub_self, smul_zero]
    exact sub_eq_zero.mp h0
  · intro h
    have h0 : reducedMass mc mv • (mc⁻¹ • (k - q) - -(mv⁻¹ • k)) = 0 := by
      rw [← key]
      exact sub_eq_zero.mpr h
    exact sub_eq_zero.mp ((smul_eq_zero.mp h0).resolve_left (reducedMass_pos hc hv).ne')
```

The statement compares two vectors in $V$; part (d) is what identifies them as group velocities. The identity `key` is the displayed equation. Its proof uses `match_scalars` to compare the coefficients of $k$ and $q$ separately. The forward direction substitutes equal velocities into `key`, and the backward direction divides out $\mu$, which is nonzero by (a).

## (f) The momenta accessible at a given energy

**Task.** For positive masses and $E\ge E_{\rm th}$, show that

$$\{k:\Delta(k)\le E\}=\{k:|k-k_0|\le R\},\qquad R=\sqrt{2\mu(E-E_{\rm th})}.$$

**Solution.** By (b), the condition $\Delta(k)\le E$ reads

$$\frac{|k-k_0|^2}{2\mu}\le E-E_{\rm th}.$$

Multiplying by $2\mu>0$ turns it into $|k-k_0|^2\le 2\mu(E-E_{\rm th})=R^2$. Both $|k-k_0|$ and $R$ are non-negative, so this is equivalent to $|k-k_0|\le R$. At $E=E_{\rm th}$ the ball shrinks to the single point $k_0$.

```lean
/-- At or above threshold, the momenta with vertical gap at most `E` fill a closed ball about
the critical momentum. -/
theorem accessible_eq_closedBall {mc mv : ℝ} (hc : 0 < mc) (hv : 0 < mv)
    (Eg E : ℝ) (q : V) (hE : threshold Eg mc mv q ≤ E) :
    {k : V | verticalGap Eg mc mv q k ≤ E} =
      Metric.closedBall (criticalMomentum mc mv q)
        (Real.sqrt (2 * reducedMass mc mv * (E - threshold Eg mc mv q))) := by
  have hμ := reducedMass_pos hc hv
  have hr : 0 ≤ 2 * reducedMass mc mv * (E - threshold Eg mc mv q) :=
    mul_nonneg (by positivity) (sub_nonneg.mpr hE)
  ext k
  rw [Set.mem_ofPred_eq, Metric.mem_closedBall, dist_eq_norm, verticalGap_eq hc hv,
    ← sq_le_sq₀ (norm_nonneg _) (Real.sqrt_nonneg _), Real.sq_sqrt hr]
  have hd : ‖k - criticalMomentum mc mv q‖ ^ 2 / (2 * reducedMass mc mv) ≤
      E - threshold Eg mc mv q ↔ ‖k - criticalMomentum mc mv q‖ ^ 2 ≤
      (E - threshold Eg mc mv q) * (2 * reducedMass mc mv) :=
    div_le_iff₀ (by positivity)
  constructor
  · intro h
    have := hd.mp (by linarith)
    linarith
  · intro h
    have := hd.mpr (by linarith)
    linarith
```

`Metric.closedBall` is the ball including its surface. The hypothesis `hE` places $E$ at or above threshold. Below it no momentum is accessible, whereas Lean's square root of a negative number is zero and the ball would still contain $k_0$. In the proof, `sq_le_sq₀` passes between the inequality of lengths and that of squares, and `hd` is the multiplication by $2\mu$.

## (g) The integrated joint density of states

**Task.** Let $V$ have finite dimension $d$, and let $\nu$ be a translation-invariant volume on it. For positive masses and $E\ge E_{\rm th}$, show that

$$\nu\{k:\Delta(k)\le E\}=\left(\sqrt{2\mu(E-E_{\rm th})}\right)^{d}\,\nu(B_1),$$

where $B_1$ is the open unit ball about the origin.

**Solution.** By (f), the region is the closed ball of radius $R$ about $k_0$. Suppose first that $R>0$. The substitution $k=k_0+Rx$ maps the closed unit ball onto it. The translation leaves the volume unchanged, and the scaling multiplies it by $R^d$. The closed and open unit balls have equal volume, because the unit sphere has zero volume for $d\ge1$ and is empty for $d=0$.

If $R=0$, the region is one point. For $d\ge1$ both sides are zero. For $d=0$ the space itself is one point, $R^0=1$, and both sides are its volume.

```lean
/-- Integrated joint density of states in `d` dimensions: for `E` at or above threshold, the
momentum-space volume with vertical gap at most `E` is `(√(2 μ (E - threshold)))^d` times the volume
of the open unit ball, where `μ` is the reduced mass. -/
theorem integrated_joint_density [FiniteDimensional ℝ V] [MeasurableSpace V] [BorelSpace V]
    (ν : Measure V) [ν.IsAddHaarMeasure] {mc mv : ℝ} (hc : 0 < mc) (hv : 0 < mv)
    (Eg E : ℝ) (q : V) (hE : threshold Eg mc mv q ≤ E) :
    ν {k : V | verticalGap Eg mc mv q k ≤ E} =
      ENNReal.ofReal (Real.sqrt (2 * reducedMass mc mv * (E - threshold Eg mc mv q)) ^
        Module.finrank ℝ V) * ν (Metric.ball 0 1) := by
  rw [accessible_eq_closedBall hc hv Eg E q hE]
  exact Measure.addHaar_closedBall ν _ (Real.sqrt_nonneg _)

end

end DisplacedValleys
```

The measure `ν` is any additive Haar measure, which means ordinary volume up to a constant positive factor. That freedom accommodates prefactors such as $(2\pi)^{-d}$ or a spin degeneracy. `Module.finrank ℝ V` is $d$, and `ENNReal.ofReal` converts the real factor to the extended non-negative numbers in which measures take their values. The proof rewrites the region by (f) and then applies Mathlib's volume formula for closed balls, `Measure.addHaar_closedBall`, which contains the translation and scaling argument.

The theorem concerns the cumulative count of transitions up to energy $E$; the joint density of states itself is the energy derivative of that count. The displacement $q$ enters the volume only through $E_{\rm th}$: at a fixed energy above threshold, $E-E_{\rm th}$, displaced and aligned bands with the same masses have equal accessible volumes.

```lean
#print axioms DisplacedValleys.verticalGap_unique_minimum
#print axioms DisplacedValleys.band_slopes
#print axioms DisplacedValleys.velocities_match_iff
#print axioms DisplacedValleys.integrated_joint_density
```

```
'DisplacedValleys.verticalGap_unique_minimum' depends on axioms: [propext, Classical.choice, Quot.sound]
'DisplacedValleys.band_slopes' depends on axioms: [propext, Classical.choice, Quot.sound]
'DisplacedValleys.velocities_match_iff' depends on axioms: [propext, Classical.choice, Quot.sound]
'DisplacedValleys.integrated_joint_density' depends on axioms: [propext, Classical.choice, Quot.sound]
```
